# The ground-state density of a three-dimensional isotropic harmonic oscillator is a product of three Gaussians

For positive `m`, `ω` and `ħ`, the function `groundState` is the normalised ground state of one particle in a three-dimensional isotropic harmonic well, written out as an explicit Gaussian. The theorem `ground_density` says that this function times its complex conjugate equals the product, over the three coordinates, of the line densities √(a/π) exp(−a x²) with a = mω/ħ. It is an identity between formulas, stated for all real `m`, `ω` and `ħ`, and it proves neither the normalisation nor that the function is an energy eigenstate. The attempt reduces the claim to real numbers, gathers the exponentials in `he`, and uses `hq` to match the prefactors, which are nested square roots on one side and single ones on the other.

The first attempt, which Lean rejects:

```lean
import Mathlib

open MeasureTheory
open scoped Real ComplexConjugate

namespace GroundDensity

noncomputable section

/-- The Gaussian density `√(a/π) exp(-a x²)` on the line, for `a > 0`. -/
def lineDensity (a x : ℝ) : ℝ := √(a / π) * Real.exp (-a * x ^ 2)

/-- The Gaussian `(mω/πħ)^(3/4) exp(-mω r²/(2ħ))` on three-dimensional space, for
positive `m`, `ω`, `ħ`. -/
def groundState (m ω ħ : ℝ) (r : Fin 3 → ℝ) : ℂ :=
  ((√(√(m * ω / ħ / π)) ^ 3 * Real.exp (-(m * ω / (2 * ħ)) * ∑ i, r i ^ 2) : ℝ) : ℂ)

/-- The squared ground state is a product of one Gaussian density for each coordinate. -/
theorem ground_density (m ω ħ : ℝ) (r : Fin 3 → ℝ) :
    conj (groundState m ω ħ r) * groundState m ω ħ r =
      ((∏ k, lineDensity (m * ω / ħ) (r k) : ℝ) : ℂ) := by
  have hq := Real.mul_self_sqrt (Real.sqrt_nonneg (m * ω / ħ / π))
  have he : ∏ k, Real.exp (-(m * ω / ħ) * r k ^ 2) =
      Real.exp (-(m * ω / (2 * ħ)) * ∑ i, r i ^ 2) *
        Real.exp (-(m * ω / (2 * ħ)) * ∑ i, r i ^ 2) := by
    rw [← Real.exp_add, ← Real.exp_sum]
    congr 1
    simp only [Fin.sum_univ_three]
    ring
  unfold groundState
  rw [Complex.conj_ofReal, ← Complex.ofReal_mul]
  congr 1
  simp only [lineDensity, Finset.prod_mul_distrib, Finset.prod_const, Finset.card_univ,
    Fintype.card_fin]
  rw [he, ← hq]
  ring

end

end GroundDensity
```

The error:

```
Try this:
  [apply] ring_nf
  
  The `ring` tactic failed to close the goal. Use `ring_nf` to obtain a normal form.
    
  Note that `ring` works primarily in *commutative* rings. If you have a noncommutative ring, abelian group or module, consider using `noncomm_ring`, `abel` or `module` instead.
Main.lean:21:56: error: unsolved goals
m ω ħ : ℝ
r : Fin 3 → ℝ
hq : √√(m * ω / ħ / π) * √√(m * ω / ħ / π) = √(m * ω / ħ / π)
he :
  ∏ k, rexp (-(m * ω / ħ) * r k ^ 2) =
    rexp (-(m * ω / (2 * ħ)) * ∑ i, r i ^ 2) * rexp (-(m * ω / (2 * ħ)) * ∑ i, r i ^ 2)
⊢ √(√√(m * ω * ħ⁻¹ * π⁻¹) ^ 2) ^ 6 * rexp ((m * ω * ħ⁻¹ * ∑ x, r x ^ 2) * (-1 / 2)) ^ 2 =
    √√(m * ω * ħ⁻¹ * π⁻¹) ^ 6 * rexp ((m * ω * ħ⁻¹ * ∑ x, r x ^ 2) * (-1 / 2)) ^ 2
```

The error is the goal left over when `ring` fails; the suggestion to use `ring_nf` reports the same failure. Write A for `m * ω / ħ / π`. The step `rw [← hq]` replaces every `√A` by `√√A * √√A`. It was meant for the right side, but the left side contains `√√A`, which has `√A` inside it, so that was rewritten too. This left the root of a square, `√(√√A ^ 2)`, on the left of the remaining goal. `ring` does not simplify the square root of a square, so it could not match the two prefactors.

The repair states `hq` for the cube, `√A ^ 3 = √√A ^ 3 * √√A ^ 3`, and proves it with `mul_pow` and `Real.mul_self_sqrt`. The pattern `√A ^ 3` occurs only on the right side, since what is cubed on the left is `√√A`. The new `hq` already points the right way, so the arrow goes, and `ring` has only to reorder and collect factors.

Lean accepts the file once it reads:

```diff
@@ -20,5 +20,7 @@
     conj (groundState m ω ħ r) * groundState m ω ħ r =
       ((∏ k, lineDensity (m * ω / ħ) (r k) : ℝ) : ℂ) := by
-  have hq := Real.mul_self_sqrt (Real.sqrt_nonneg (m * ω / ħ / π))
+  have hq : √(m * ω / ħ / π) ^ 3 =
+      √(√(m * ω / ħ / π)) ^ 3 * √(√(m * ω / ħ / π)) ^ 3 := by
+    rw [← mul_pow, Real.mul_self_sqrt (Real.sqrt_nonneg _)]
   have he : ∏ k, Real.exp (-(m * ω / ħ) * r k ^ 2) =
       Real.exp (-(m * ω / (2 * ħ)) * ∑ i, r i ^ 2) *
@@ -33,5 +35,5 @@
   simp only [lineDensity, Finset.prod_mul_distrib, Finset.prod_const, Finset.card_univ,
     Fintype.card_fin]
-  rw [he, ← hq]
+  rw [he, hq]
   ring
 
```
